# A strong positive end-to-end matrix element puts a node in the ground orbital of a three-site Fock matrix

## Picking the lowest orbital after diagonalisation

Once a Fock matrix has been diagonalised, the lowest orbital should be picked by its eigenvalue and not by its lack of nodes. For an electron in a local radial potential the two criteria agree: among the bound states of a given angular momentum, the lowest has no radial node. Exchange is nonlocal, and the agreement can then fail. It does so in the fixed three-site matrix studied here, once the element that joins the two end sites is positive and large enough.

A few lines of Python show the step:

```python
import numpy as np

a = 1.5
F = np.array([[0, -1, a], [-1, 0, -1], [a, -1, 0]])
E, C = np.linalg.eigh(F)   # eigenvalues in ascending order
ground = C[:, 0]
```

The eigenvalues are approximately $-1.5$, $-0.851$ and $2.351$. The first column of `C` is $(1,0,-1)/\sqrt2$ up to sign and rounding. The orbital with three positive amplitudes belongs to the second eigenvalue, so a selection by node count would occupy an excited level. The central amplitude may come out as a tiny number instead of zero, so a test for a vanishing amplitude needs a tolerance.

## Three sites and one nonlocal element

Number the sites $0,1,2$ along a line and take

$$
H=\begin{pmatrix}0&-1&a\\-1&0&-1\\a&-1&0\end{pmatrix}.
$$

The diagonal elements are equal and set the zero of energy. The neighbour element $-1$ sets the unit of energy and favours equal signs on adjacent sites. The real number $a$ couples the two ends directly and stands for nonlocal exchange. In Hartree-Fock theory with real orbitals, the exchange kernel between two points is minus the density matrix of the electrons of the same spin times the Coulomb repulsion, so it is positive where that density matrix is negative. A positive $a$ favours opposite signs on the end sites and competes with the neighbour coupling.

For a trial vector $x$ the energy form is

$$
x\cdot Hx = 2a\,x_0x_2-2x_1(x_0+x_2).
$$

## What is proved about the ground orbitals

A ground orbital with energy $E$ is a nonzero vector $v$ with $Hv=Ev$ and $E\,x\cdot x\le x\cdot Hx$ for every real $x$. This is the variational principle, and `IsGroundOrbital H E v` states it for a real matrix over any finite index set. In the code `*ᵥ` is matrix times vector and `⬝ᵥ` is the dot product. The matrix above is `fock a`, and `Fin 3` supplies the indices $0,1,2$.

Let

$$
t=\frac{a+\sqrt{a^2+8}}2,
$$

which is `centre a`. The theorems say the following.

- For $a<1$, including negative $a$, the ground orbitals are exactly the nonzero multiples of $(1,t,1)$, with energy $a-t$ and $t>0$. The normalised orbital is $(1,t,1)/\sqrt{2+t^2}$.
- For $a>1$ they are exactly the nonzero multiples of $(1,0,-1)$, with energy $-a$. The normalised orbital is $(1,0,-1)/\sqrt2$.
- For $a=1$ they are exactly the nonzero vectors with $v_1=v_0+v_2$, all with energy $-1$.
- A strictly positive ground orbital exists if and only if $a\le1$.

The first two statements form `exchange_induced_node`, the third is `ground_at_crossing`, and the last is `positive_ground_iff`.

The eigenvalue equation has no overlap matrix, so the site basis is taken to be orthonormal. The element $a$ is a given parameter: it is not computed from occupied orbitals, and no self-consistency is imposed. The result is therefore an example of what a nonlocal term can do in a finite one-electron matrix, and it does not show that any particular atom has such a node.

## The two candidate orbitals

Written out, $Hv=Ev$ is

$$
-v_1+av_2=Ev_0,\qquad -v_0-v_2=Ev_1,\qquad av_0-v_1=Ev_2.
$$

**Even orbital.** Insert $(1,t,1)$. The first and third equations give $E=a-t$. The second gives $-2=(a-t)t$, that is, $t^2=at+2$. The root chosen above is positive because $\sqrt{a^2+8}>|a|$.

To see when this level is lowest, subtract its energy from the energy form:

$$
x\cdot Hx-(a-t)\,x\cdot x
=\frac t2\bigl(x_0+x_2-(t-a)x_1\bigr)^2+\frac{t-2a}2(x_0-x_2)^2.
$$

On the right, the coefficients of $x_0^2$ and $x_2^2$ are $t/2+(t-2a)/2=t-a$, and that of $x_0x_2$ is $t-(t-2a)=2a$. The coefficient of $x_1(x_0+x_2)$ is $-t(t-a)=-2$, and that of $x_1^2$ is $t(t-a)^2/2=t-a$. All of them agree with the left side.

The right side is nonnegative if $t\ge2a$. For $a\le0$ this follows from $t>0$. For $0<a\le1$ it is equivalent to $\sqrt{a^2+8}\ge3a$, hence to $a^2\le1$. So the even orbital is a ground orbital for $a\le1$.

**Odd orbital.** Inserting $(1,0,-1)$ satisfies all three equations with $E=-a$. With $u=x_0+x_2$ and $y=x_1$,

$$
x\cdot Hx+a\,x\cdot x=a(u^2+y^2)-2uy=(a-1)(u^2+y^2)+(u-y)^2,
$$

which is nonnegative for $a\ge1$.

## Why there are no other ground orbitals

Suppose $v$ and $w$ are ground orbitals of the same matrix with energies $E$ and $E'$. Using $w$ as a trial vector for $E$ gives $E\,w\cdot w\le E'\,w\cdot w$, and $w\cdot w>0$, so $E\le E'$. Exchanging the roles gives equality. The energy is thus known in each regime, and the linear equations do the rest.

**For $a<1$**, put $E=a-t$. Subtracting the first equation from the third gives $(t-2a)(v_2-v_0)=0$. Here $t\ne2a$: otherwise $t^2=at+2$ would give $a^2=1$, while $t>0$ would make $a$ positive, so $a=1$. Hence $v_2=v_0$, and the first equation gives $v_1=tv_0$. The vector is $v_0(1,t,1)$, with $v_0\ne0$ because $v\ne0$.

**For $a>1$**, put $E=-a$. The first two equations become $v_1=a(v_0+v_2)$ and $v_0+v_2=av_1$. Together they give $(a^2-1)v_1=0$, so $v_1=0$ and $v_2=-v_0$. The vector is $v_0(1,0,-1)$, again with $v_0\ne0$.

**For $a=1$**, $t=2$ and the even and odd levels meet at $-1$. Each of the three equations reduces to $v_1=v_0+v_2$. This plane contains both $(1,2,1)$ and $(1,0,-1)$, so a diagonaliser may return a ground vector with or without a node.

The criterion for a positive orbital follows: $(1,t,1)$ supplies one for $a\le1$, and for $a>1$ every ground orbital vanishes on the central site.

## The complete Lean file

```lean
import Mathlib

open Matrix

namespace ExchangeInducedNode

noncomputable section

/-- A ground orbital `v` of the real matrix `H` with energy `E`: a nonzero eigenvector whose
eigenvalue satisfies `E * (x ⬝ᵥ x) ≤ x ⬝ᵥ H *ᵥ x` for every trial vector `x`. -/
def IsGroundOrbital {n : Type*} [Fintype n] (H : Matrix n n ℝ) (E : ℝ) (v : n → ℝ) : Prop :=
  v ≠ 0 ∧ H *ᵥ v = E • v ∧ ∀ x : n → ℝ, E * (x ⬝ᵥ x) ≤ x ⬝ᵥ H *ᵥ x

/-- The three-site Fock matrix with nearest-neighbour elements `-1` and a nonlocal
element `a` between the end sites. -/
def fock (a : ℝ) : Matrix (Fin 3) (Fin 3) ℝ :=
  !![0, -1, a; -1, 0, -1; a, -1, 0]

/-- The amplitude on the central site of the even orbital `(1, t, 1)`. -/
def centre (a : ℝ) : ℝ := (a + √(a ^ 2 + 8)) / 2

/-- The energy of one ground orbital does not exceed that of any other ground orbital of the
same matrix. -/
theorem ground_energy_le {n : Type*} [Fintype n] {H : Matrix n n ℝ} {E E' : ℝ} {v w : n → ℝ}
    (h : IsGroundOrbital H E v) (h' : IsGroundOrbital H E' w) : E ≤ E' := by
  have hpos : 0 < w ⬝ᵥ w :=
    lt_of_le_of_ne (Finset.sum_nonneg fun i _ => mul_self_nonneg (w i))
      (fun h0 => h'.1 (dotProduct_self_eq_zero.mp h0.symm))
  -- use the second orbital as a trial vector for the first
  have key := h.2.2 w
  rw [h'.2.1, dotProduct_smul, smul_eq_mul] at key
  exact le_of_mul_le_mul_right key hpos

/-- A nonzero multiple of a ground orbital is a ground orbital with the same energy. -/
theorem ground_smul {n : Type*} [Fintype n] {H : Matrix n n ℝ} {E c : ℝ} {v : n → ℝ}
    (h : IsGroundOrbital H E v) (hc : c ≠ 0) : IsGroundOrbital H E (c • v) :=
  ⟨smul_ne_zero hc h.1, by rw [Matrix.mulVec_smul, h.2.1, smul_comm], h.2.2⟩

/-- The ground-orbital conditions for the three-site Fock matrix, written in site amplitudes. -/
theorem ground_iff_amplitudes (a E : ℝ) (v : Fin 3 → ℝ) :
    IsGroundOrbital (fock a) E v ↔ v ≠ 0 ∧
      (-v 1 + a * v 2 = E * v 0 ∧ -v 0 - v 2 = E * v 1 ∧ a * v 0 - v 1 = E * v 2) ∧
      ∀ x : Fin 3 → ℝ, E * (x 0 ^ 2 + x 1 ^ 2 + x 2 ^ 2) ≤
        2 * a * x 0 * x 2 - 2 * x 1 * (x 0 + x 2) := by
  have hm : ∀ x : Fin 3 → ℝ,
      fock a *ᵥ x = ![-x 1 + a * x 2, -x 0 - x 2, a * x 0 - x 1] := by
    intro x
    ext i
    fin_cases i <;> simp [fock, Matrix.mulVec, dotProduct, Fin.sum_univ_three] <;> ring
  have hq : ∀ x : Fin 3 → ℝ,
      x ⬝ᵥ fock a *ᵥ x = 2 * a * x 0 * x 2 - 2 * x 1 * (x 0 + x 2) := by
    intro x
    rw [hm]
    simp [dotProduct, Fin.sum_univ_three]
    ring
  have hn : ∀ x : Fin 3 → ℝ, x ⬝ᵥ x = x 0 ^ 2 + x 1 ^ 2 + x 2 ^ 2 := by
    intro x
    simp only [dotProduct, Fin.sum_univ_three]
    ring
  have he : fock a *ᵥ v = E • v ↔
      (-v 1 + a * v 2 = E * v 0 ∧ -v 0 - v 2 = E * v 1 ∧ a * v 0 - v 1 = E * v 2) := by
    rw [hm]
    constructor
    · intro h
      exact ⟨congrFun h 0, congrFun h 1, congrFun h 2⟩
    · intro h
      funext i
      fin_cases i
      exacts [h.1, h.2.1, h.2.2]
  rw [IsGroundOrbital, he]
  simp only [hq, hn]

/-- The central amplitude is positive and solves the quadratic equation `t² = a t + 2`. -/
theorem centre_spec (a : ℝ) : 0 < centre a ∧ centre a ^ 2 = a * centre a + 2 := by
  have hs : √(a ^ 2 + 8) ^ 2 = a ^ 2 + 8 := Real.sq_sqrt (by positivity)
  have h0 : 0 ≤ √(a ^ 2 + 8) := Real.sqrt_nonneg _
  unfold centre
  constructor
  · have : -a < √(a ^ 2 + 8) := by
      by_contra h
      nlinarith [not_lt.mp h]
    linarith
  · linear_combination hs / 4

/-- For `a ≤ 1` the even orbital `(1, t, 1)` is a ground orbital, with energy `a - t`. -/
theorem even_ground {a : ℝ} (ha : a ≤ 1) :
    IsGroundOrbital (fock a) (a - centre a) ![1, centre a, 1] := by
  obtain ⟨hp, ht⟩ := centre_spec a
  have hgap : 0 ≤ centre a - 2 * a := by
    by_contra h
    have h1 : 0 < 2 * a - centre a := by linarith
    have h2 : 0 < centre a + a := by linarith
    have h3 : 0 ≤ (1 - a) * (1 + a) := mul_nonneg (by linarith) (by linarith)
    nlinarith [mul_pos h1 h2]
  rw [ground_iff_amplitudes]
  refine ⟨fun h => one_ne_zero (congrFun h 0 : (1 : ℝ) = 0), ⟨?_, ?_, ?_⟩, fun x => ?_⟩
  · show -centre a + a * 1 = (a - centre a) * 1
    ring
  · show -(1 : ℝ) - 1 = (a - centre a) * centre a
    linear_combination ht
  · show a * 1 - centre a = (a - centre a) * 1
    ring
  · -- the energy above the even level is a sum of squares
    have key : 2 * a * x 0 * x 2 - 2 * x 1 * (x 0 + x 2)
        - (a - centre a) * (x 0 ^ 2 + x 1 ^ 2 + x 2 ^ 2)
        = centre a / 2 * (x 0 + x 2 - (centre a - a) * x 1) ^ 2
          + (centre a - 2 * a) / 2 * (x 0 - x 2) ^ 2 := by
      linear_combination ((x 0 + x 2) * x 1 - (centre a - a) / 2 * x 1 ^ 2) * ht
    have h1 : 0 ≤ centre a / 2 * (x 0 + x 2 - (centre a - a) * x 1) ^ 2 :=
      mul_nonneg (by linarith) (sq_nonneg _)
    have h2 : 0 ≤ (centre a - 2 * a) / 2 * (x 0 - x 2) ^ 2 :=
      mul_nonneg (by linarith) (sq_nonneg _)
    linarith

/-- For `a ≥ 1` the odd orbital `(1, 0, -1)` is a ground orbital, with energy `-a`. -/
theorem odd_ground {a : ℝ} (ha : 1 ≤ a) : IsGroundOrbital (fock a) (-a) ![1, 0, -1] := by
  rw [ground_iff_amplitudes]
  refine ⟨fun h => one_ne_zero (congrFun h 0 : (1 : ℝ) = 0), ⟨?_, ?_, ?_⟩, fun x => ?_⟩
  · show -(0 : ℝ) + a * (-1) = -a * 1
    ring
  · show -(1 : ℝ) - (-1) = -a * 0
    ring
  · show a * 1 - 0 = -a * (-1)
    ring
  · have h1 : 0 ≤ (a - 1) * ((x 0 + x 2) ^ 2 + x 1 ^ 2) :=
      mul_nonneg (by linarith) (by positivity)
    linarith [sq_nonneg (x 0 + x 2 - x 1)]

/-- For `a < 1` the ground orbitals are exactly the nonzero multiples of `(1, t, 1)`, whose
amplitudes are all positive; for `a > 1` they are exactly the nonzero multiples of
`(1, 0, -1)`. -/
theorem exchange_induced_node (a : ℝ) :
    (a < 1 → (∀ i, 0 < (![1, centre a, 1] : Fin 3 → ℝ) i) ∧
      ∀ E v, IsGroundOrbital (fock a) E v ↔
        E = a - centre a ∧ ∃ c : ℝ, c ≠ 0 ∧ v = c • ![1, centre a, 1]) ∧
    (1 < a → ∀ E v, IsGroundOrbital (fock a) E v ↔
        E = -a ∧ ∃ c : ℝ, c ≠ 0 ∧ v = c • ![1, 0, -1]) := by
  obtain ⟨hp, ht⟩ := centre_spec a
  refine ⟨fun ha => ⟨fun i => ?_, fun E v => ⟨fun h => ?_, ?_⟩⟩,
    fun ha E v => ⟨fun h => ?_, ?_⟩⟩
  · fin_cases i
    exacts [one_pos, hp, one_pos]
  · have hg := even_ground ha.le
    have hE : E = a - centre a := le_antisymm (ground_energy_le h hg) (ground_energy_le hg h)
    obtain ⟨hv, ⟨e0, -, e2⟩, -⟩ := (ground_iff_amplitudes a E v).mp h
    rw [hE] at e0 e2
    -- away from the crossing the odd part of the orbital must vanish
    have hgap : centre a - 2 * a ≠ 0 := by
      intro h0
      have h1 : centre a = 2 * a := by linarith
      rw [h1] at ht hp
      nlinarith
    have h02 : v 2 = v 0 := by
      have : (centre a - 2 * a) * (v 2 - v 0) = 0 := by linear_combination e2 - e0
      linarith [(mul_eq_zero.mp this).resolve_left hgap]
    have h1 : v 1 = v 0 * centre a := by
      rw [h02] at e0
      linear_combination -e0
    refine ⟨hE, v 0, fun h0 => hv ?_, ?_⟩
    · funext i
      fin_cases i
      exacts [h0, by simpa [h0] using h1, h02.trans h0]
    · funext i
      fin_cases i
      exacts [(mul_one (v 0)).symm, h1, h02.trans (mul_one (v 0)).symm]
  · rintro ⟨rfl, c, hc, rfl⟩
    exact ground_smul (even_ground ha.le) hc
  · have hg := odd_ground ha.le
    have hE : E = -a := le_antisymm (ground_energy_le h hg) (ground_energy_le hg h)
    obtain ⟨hv, ⟨e0, e1, -⟩, -⟩ := (ground_iff_amplitudes a E v).mp h
    rw [hE] at e0 e1
    -- the eigenvalue equations force a node on the central site
    have h1 : v 1 = 0 := by
      have : (a ^ 2 - 1) * v 1 = 0 := by linear_combination e0 + a * e1
      exact (mul_eq_zero.mp this).resolve_left (by nlinarith)
    have h2 : v 2 = -v 0 := by
      rw [h1] at e1
      linarith
    refine ⟨hE, v 0, fun h0 => hv ?_, ?_⟩
    · funext i
      fin_cases i
      exacts [h0, h1, by simpa [h0] using h2]
    · funext i
      fin_cases i
      exacts [(mul_one (v 0)).symm, h1.trans (mul_zero (v 0)).symm,
        h2.trans (mul_neg_one (v 0)).symm]
  · rintro ⟨rfl, c, hc, rfl⟩
    exact ground_smul (odd_ground ha.le) hc

/-- At `a = 1` the ground orbitals are exactly the nonzero vectors whose central amplitude is
the sum of the two end amplitudes, all with energy `-1`. -/
theorem ground_at_crossing (E : ℝ) (v : Fin 3 → ℝ) :
    IsGroundOrbital (fock 1) E v ↔ E = -1 ∧ v ≠ 0 ∧ v 1 = v 0 + v 2 := by
  constructor
  · intro h
    have hg := odd_ground (le_refl (1 : ℝ))
    have hE : E = -1 := le_antisymm (ground_energy_le h hg) (ground_energy_le hg h)
    obtain ⟨hv, ⟨e0, -, -⟩, -⟩ := (ground_iff_amplitudes 1 E v).mp h
    rw [hE] at e0
    exact ⟨hE, hv, by linarith⟩
  · rintro ⟨rfl, hv, h1⟩
    rw [ground_iff_amplitudes]
    exact ⟨hv, ⟨by linarith, by linarith, by linarith⟩,
      fun x => by linarith [sq_nonneg (x 0 + x 2 - x 1)]⟩

/-- A ground orbital with strictly positive amplitudes on all three sites exists exactly when
the nonlocal element satisfies `a ≤ 1`. -/
theorem positive_ground_iff (a : ℝ) :
    (∃ E v, IsGroundOrbital (fock a) E v ∧ ∀ i, 0 < v i) ↔ a ≤ 1 := by
  constructor
  · rintro ⟨E, v, h, hv⟩
    by_contra ha
    obtain ⟨-, c, -, rfl⟩ := ((exchange_induced_node a).2 (not_le.mp ha) E v).mp h
    have h1 : 0 < c * 0 := hv 1
    linarith
  · intro ha
    refine ⟨_, _, even_ground ha, fun i => ?_⟩
    fin_cases i
    exacts [one_pos, (centre_spec a).1, one_pos]

end

end ExchangeInducedNode
```

```lean
#print axioms ExchangeInducedNode.ground_at_crossing
#print axioms ExchangeInducedNode.positive_ground_iff
```

```
'ExchangeInducedNode.ground_at_crossing' depends on axioms: [propext, Classical.choice, Quot.sound]
'ExchangeInducedNode.positive_ground_iff' depends on axioms: [propext, Classical.choice, Quot.sound]
```

## How the proof follows the algebra

`ground_energy_le` is the trial-vector comparison. It evaluates the bound for the first orbital on the second, replaces $Hw$ by $E'w$, and cancels the positive number $w\cdot w$. `ground_smul` shows that rescaling by a nonzero factor preserves the ground-orbital conditions.

`ground_iff_amplitudes` translates the matrix definition into the three scalar equations and the explicit energy form. Its auxiliary statements `hm`, `hq` and `hn` compute $Hx$, $x\cdot Hx$ and $x\cdot x$, and `he` splits the vector equation into components.

`centre_spec` proves $t>0$ and $t^2=at+2$ from the square of the square root and its nonnegativity. The later proofs use only these two properties of $t$.

In `even_ground`, the inequality `hgap` is $t\ge2a$. The proof supposes the contrary and multiplies the positive numbers $2a-t$ and $t+a$. By the quadratic equation their product is $2a^2-2$, which cannot be positive, since the assumption also makes $a$ positive and $a\le1$. The identity `key` is the sum of squares above; `linear_combination` verifies it by adding a multiple of the quadratic equation. `odd_ground` passes the two nonnegative terms of its own decomposition to `linarith`.

`exchange_induced_node` first fixes the energy by applying `ground_energy_le` in both directions. For $a<1$ it then derives `h02`, which is $v_2=v_0$, and `h1`, which is $v_1=v_0t$. For $a>1$ the corresponding steps are $v_1=0$ and $v_2=-v_0$. In both cases the scale factor is `v 0`. The converse directions combine `ground_smul` with the orbital already found.

`ground_at_crossing` takes its energy from `odd_ground` at $a=1$. Its converse uses the single square $(x_0+x_2-x_1)^2$ for the variational bound. In `positive_ground_iff`, a positive ground orbital at $a>1$ would have central amplitude $c\cdot0$, which contradicts positivity; for $a\le1$, `even_ground` supplies the required orbital.
